# The inverted potential of $r^{l+1}e^{p(r)}$ is even in $r$ exactly when the polynomial $p$ is even

Q: A radius is positive. What can $V(-r)=V(r)$ mean for a radial potential?

A: It refers to the formula for $V$, read as a rational function on all nonzero real $r$. For a real polynomial $p$, an integer $k$ and an energy $E$, in atomic units,
$$V(r)=E+\frac{k\,p'(r)}{r}+\frac{p''(r)+p'(r)^2}{2}.$$
It belongs to the wave $r^k e^{p(r)}$, which is $r$ times the radial part of the orbital. The regular branch at angular momentum $l$ has $k=l+1$. If $p$ is even, this $V$ is a polynomial in $r^2$, hence smooth at the nucleus as a function of $x,y,z$.

```lean
import Mathlib

open Polynomial

namespace PseudopotentialParity

noncomputable section

/-- The pseudo-wave `r^k exp(p(r))` with integer leading power `k`. -/
def pseudoWave (k : ℤ) (p : ℝ[X]) (r : ℝ) : ℝ := r ^ k * Real.exp (p.eval r)

/-- The inverted potential `E + k p'(r)/r + (p''(r) + p'(r)^2)/2`. -/
def invertedPotential (E : ℝ) (k : ℤ) (p : ℝ[X]) (r : ℝ) : ℝ :=
  E + (k : ℝ) * (derivative p).eval r / r
    + ((derivative (derivative p)).eval r + (derivative p).eval r ^ 2) / 2
```

Q: And evenness of $p$?

A: `IsEven` says that $p(-r)=p(r)$ for every real $r$. For the proof, `parity` turns $p(r)$ into the polynomial $p(-r)$; by the chain rule, differentiating it brings out a minus sign.

```lean
/-- A polynomial is even if it takes equal values at `r` and `-r`. -/
def IsEven (p : ℝ[X]) : Prop := ∀ r : ℝ, p.eval (-r) = p.eval r

/-- The parity operation `p(r) ↦ p(-r)` on polynomials. -/
def parity (p : ℝ[X]) : ℝ[X] := p.comp (C (-1) * X)

lemma parity_eval (p : ℝ[X]) (r : ℝ) : (parity p).eval r = p.eval (-r) := by
  simp [parity]

/-- Differentiation anticommutes with parity. -/
lemma derivative_parity (p : ℝ[X]) :
    derivative (parity p) = -parity (derivative p) := by
  unfold parity
  rw [derivative_comp]
  simp
```

Q: You could have typed in any formula for $V$. Why is this one the inverted potential?

A: Because the wave solves the radial equation with it. Take $u=r^k e^{p}$. Then $u'/u=k/r+p'$, and differentiating again gives
$$\frac{u''}{u}=\Big(\frac kr+p'\Big)^2-\frac{k}{r^2}+p''=\frac{k(k-1)}{r^2}+\frac{2k\,p'}{r}+p'^2+p''.$$
Half of this is the centrifugal term $k(k-1)/(2r^2)$ plus $V-E$, so
$$-\tfrac12u''+\Big(\frac{k(k-1)}{2r^2}+V\Big)u=Eu.$$
For $k=l+1$ the centrifugal term is $l(l+1)/(2r^2)$. In Lean, the first derivative is established on a neighbourhood of $r$, so that it can be differentiated again.

```lean
/-- The logarithmic derivative of the pseudo-wave is `k/r + p'(r)`. -/
theorem pseudoWave_hasDerivAt (k : ℤ) (p : ℝ[X]) {r : ℝ} (hr : r ≠ 0) :
    HasDerivAt (pseudoWave k p)
      (((k : ℝ) * r⁻¹ + (derivative p).eval r) * pseudoWave k p r) r := by
  have h := (hasDerivAt_zpow k r (Or.inl hr)).fun_mul (p.hasDerivAt r).exp
  refine h.congr_deriv ?_
  rw [zpow_sub_one₀ hr]
  unfold pseudoWave
  ring

/-- Away from the origin the pseudo-wave solves the radial Schrödinger equation with energy `E`,
centrifugal term `k(k-1)/(2r^2)` and the inverted potential. -/
theorem radial_schrodinger (E : ℝ) (k : ℤ) (p : ℝ[X]) {r : ℝ} (hr : r ≠ 0) :
    -(1 / 2) * deriv (deriv (pseudoWave k p)) r
      + ((k : ℝ) * (k - 1) / (2 * r ^ 2) + invertedPotential E k p r) * pseudoWave k p r
      = E * pseudoWave k p r := by
  -- the first derivative is known on a whole neighbourhood of `r`
  have h1 : deriv (pseudoWave k p) =ᶠ[nhds r]
      fun x => ((k : ℝ) * x⁻¹ + (derivative p).eval x) * pseudoWave k p x :=
    (eventually_ne_nhds hr).mono fun x hx => (pseudoWave_hasDerivAt k p hx).deriv
  have h2 := (((hasDerivAt_inv hr).const_mul (k : ℝ)).fun_add
    ((derivative p).hasDerivAt r)).fun_mul (pseudoWave_hasDerivAt k p hr)
  rw [h1.deriv_eq, h2.deriv]
  unfold invertedPotential
  field_simp
  ring
```

Q: Even $p$ clearly gives even $V$: $p'$ is odd, so $p'/r$, $p''$ and $p'^2$ are all even. But why couldn't the odd parts cancel for some other $p$?

A: Put $q=p'$, $s(r)=q(r)+q(-r)$ and $d(r)=q(r)-q(-r)$. Then $s'(r)=q'(r)-q'(-r)$ and $q(r)^2-q(-r)^2=s\,d$, so
$$2r\,[V(r)-V(-r)]=2k\,s+r\,s'+r\,s\,d.$$
If $V$ is symmetric, this polynomial vanishes at infinitely many points and is therefore zero. Write $s_n$ and $d_n$ for the coefficients of $r^n$. Order zero gives $2k\,s_0=0$, and order $m+1$ gives
$$(2k+m+1)\,s_{m+1}+\sum_{i+j=m}s_i d_j=0.$$
For $k=l+1$ the prefactors are positive. Once all lower $s_i$ vanish, so does $s_{m+1}$; by induction $s=0$. Since $s_{2j}=2(2j+1)\,p_{2j+1}$, every odd coefficient of $p$ vanishes, and $p$ is even.

The first lemma below translates evenness into coefficients. The second is the induction, with $c=2k$.

```lean
/-- A polynomial is even exactly when all its odd coefficients vanish. -/
theorem isEven_iff_odd_coeff (p : ℝ[X]) :
    IsEven p ↔ ∀ n, Odd n → p.coeff n = 0 := by
  constructor
  · intro h n hn
    have hp : parity p = p := Polynomial.funext fun r => by rw [parity_eval, h r]
    have hc := congrArg (fun f => f.coeff n) hp
    simp only [parity, comp_C_mul_X_coeff, hn.neg_one_pow] at hc
    linarith
  · intro h r
    have hp : parity p = p := by
      ext n
      rw [parity, comp_C_mul_X_coeff]
      rcases Nat.even_or_odd n with hn | hn
      · rw [hn.neg_one_pow, mul_one]
      · rw [h n hn, zero_mul]
    rw [← parity_eval, hp]

/-- For `c > 0` the equation `c s + r s' + r s d = 0` has only the zero polynomial solution `s`. -/
theorem parity_defect_eq_zero {c : ℝ} (hc : 0 < c) (s d : ℝ[X])
    (h : C c * s + X * derivative s + X * (s * d) = 0) : s = 0 := by
  ext n
  induction n using Nat.strong_induction_on with
  | _ n ih =>
    have hn := congrArg (fun f => f.coeff n) h
    rcases n with _ | m
    · simpa [hc.ne'] using hn
    · -- the product term only involves lower coefficients of `s`
      have hz : (s * d).coeff m = 0 := by
        rw [coeff_mul]
        apply Finset.sum_eq_zero
        intro x hx
        have hx' : x.1 + x.2 = m := Finset.HasAntidiagonal.mem_antidiagonal.mp hx
        rw [ih x.1 (by omega)]
        simp
      simp only [coeff_add, coeff_C_mul, coeff_X_mul, coeff_derivative, hz, coeff_zero,
        add_zero] at hn
      have hm : s.coeff (m + 1) * (c + ((m : ℝ) + 1)) = 0 := by linear_combination hn
      have hpos : c + ((m : ℝ) + 1) ≠ 0 := by positivity
      rw [coeff_zero]
      exact (mul_eq_zero.mp hm).resolve_right hpos
```

Q: Suppose the form $r^{l+1}e^{p(r)}$ is used only inside a matching radius $r_c$. Do you need symmetry everywhere?

A: No. It is enough to compare $V(r)$ with the formula at $-r$ for $0<r<r_c$, since any such interval contains infinitely many points. In the proof, `key` is the identity for $2r[V(r)-V(-r)]$.

```lean
/-- If the inverted potential of the regular branch is symmetric for `0 < r < rc`,
then the polynomial `p` is even. -/
theorem isEven_of_symmetric_in_core (E : ℝ) (l : ℕ) (p : ℝ[X]) {rc : ℝ} (hrc : 0 < rc)
    (h : ∀ r, 0 < r → r < rc →
      invertedPotential E (l + 1) p (-r) = invertedPotential E (l + 1) p r) :
    IsEven p := by
  let q := derivative p
  have hF : C (2 * ((l : ℝ) + 1)) * (q + parity q) + X * derivative (q + parity q)
      + X * ((q + parity q) * (q - parity q)) = 0 := by
    apply eq_zero_of_infinite_isRoot
    refine (Set.Ioo_infinite hrc).mono ?_
    intro r hr
    have hr0 : r ≠ 0 := hr.1.ne'
    -- the polynomial is `2r (V(r) - V(-r))`
    have hV := h r hr.1 hr.2
    change eval r _ = 0
    have key : eval r (C (2 * ((l : ℝ) + 1)) * (q + parity q) + X * derivative (q + parity q)
        + X * ((q + parity q) * (q - parity q)))
        = 2 * r * (invertedPotential E (l + 1) p r - invertedPotential E (l + 1) p (-r)) := by
      simp only [eval_add, eval_mul, eval_C, eval_X, eval_sub, eval_neg, derivative_add,
        derivative_parity, parity_eval, invertedPotential, q, div_neg]
      push_cast
      field_simp
      ring
    rw [key, hV, sub_self, mul_zero]
  have hs := parity_defect_eq_zero (by positivity) _ _ hF
  rw [isEven_iff_odd_coeff]
  rintro n ⟨j, rfl⟩
  have hj := congrArg (fun f => f.coeff (2 * j)) hs
  simp only [q, parity, coeff_add, comp_C_mul_X_coeff, (even_two_mul j).neg_one_pow,
    coeff_derivative, coeff_zero, mul_one] at hj
  have hpos : ((2 * j : ℕ) : ℝ) + 1 ≠ 0 := by positivity
  exact (mul_eq_zero.mp (by linarith :
    p.coeff (2 * j + 1) * (((2 * j : ℕ) : ℝ) + 1) = 0)).resolve_right hpos
```

The full equivalence takes $r_c=1$ for one direction and your parity argument for the other. It holds for every real $E$ and every natural $l$.

```lean
/-- For every angular momentum `l`, the inverted potential of `r^(l+1) exp(p(r))` is symmetric
under `r ↦ -r` away from the origin if and only if `p` is even. -/
theorem invertedPotential_symmetric_iff (E : ℝ) (l : ℕ) (p : ℝ[X]) :
    (∀ r : ℝ, r ≠ 0 →
      invertedPotential E (l + 1) p (-r) = invertedPotential E (l + 1) p r) ↔ IsEven p := by
  constructor
  · intro h
    exact isEven_of_symmetric_in_core E l p one_pos fun r hr _ => h r hr.ne'
  · intro h r _
    have hp : parity p = p := Polynomial.funext fun x => by rw [parity_eval, h x]
    -- `p'` is odd and `p''` is even
    have h1 : parity (derivative p) = -derivative p := by
      have := derivative_parity p
      rw [hp] at this
      linear_combination this
    have h2 : parity (derivative (derivative p)) = derivative (derivative p) := by
      have := derivative_parity (derivative p)
      rw [h1, derivative_neg] at this
      exact (neg_injective this).symm
    have e1 : (derivative p).eval (-r) = -(derivative p).eval r := by
      rw [← parity_eval, h1, eval_neg]
    have e2 : (derivative (derivative p)).eval (-r) = (derivative (derivative p)).eval r := by
      rw [← parity_eval, h2]
    unfold invertedPotential
    rw [e1, e2, mul_neg, neg_div_neg_eq, neg_sq]
```

Q: Show me numbers.

A: Take $l=0$, $E=0$, $p=-r^3$. Then $V=-3r+(-6r+9r^4)/2=-6r+\tfrac92r^4$, so $V(1)=-1.5$ but $V(-1)=10.5$. With $p=-r^2$ instead, $V=-3+2r^2$, which is $-1$ at both points.

Q: Does it matter that the branch is regular?

A: Yes. The irregular branch $k=-l$ has the same centrifugal term, but the prefactor $2k+n$ vanishes at $n=2l$. Take $p=r^{2l+1}$, which is odd. The terms $k\,p'/r=-l(2l+1)r^{2l-1}$ and $p''/2=l(2l+1)r^{2l-1}$ cancel, leaving the even potential $V=E+\tfrac12(2l+1)^2r^{4l}$. For $l=1$ this is $E+\tfrac92r^4$, from $p=r^3$. This is a counter-example for the formula, not a physical bound state: the wave $r^{-l}e^{p}$ does not vanish at the nucleus, and with this $p$ it grows without bound at large $r$.

```lean
/-- For the irregular branch `r^(-l) exp(p(r))` the polynomial `p = r^(2l+1)` is not even,
yet its inverted potential is symmetric. -/
theorem irregular_branch_counterexample (E : ℝ) (l : ℕ) :
    (∀ r : ℝ, r ≠ 0 → invertedPotential E (-l) (X ^ (2 * l + 1)) (-r)
      = invertedPotential E (-l) (X ^ (2 * l + 1)) r) ∧ ¬ IsEven (X ^ (2 * l + 1)) := by
  have hd : derivative (X ^ (2 * l + 1) : ℝ[X]) = C (2 * (l : ℝ) + 1) * X ^ (2 * l) := by
    rw [derivative_X_pow, Nat.add_sub_cancel]
    push_cast
    rfl
  have hdd : ∀ r : ℝ, r * (derivative (C (2 * (l : ℝ) + 1) * X ^ (2 * l))).eval r
      = (2 * l + 1) * (2 * l) * r ^ (2 * l) := by
    intro r
    rw [derivative_C_mul, derivative_X_pow]
    rcases l with _ | m
    · simp
    · rw [show 2 * (m + 1) - 1 = 2 * m + 1 by omega]
      simp only [eval_mul, eval_C, eval_pow, eval_X]
      push_cast
      ring
  -- the two terms of odd order cancel
  have hV : ∀ r : ℝ, r ≠ 0 → invertedPotential E (-l) (X ^ (2 * l + 1)) r
      = E + ((2 * l + 1) * r ^ (2 * l)) ^ 2 / 2 := by
    intro r hr
    have h2 := eq_div_of_mul_eq hr ((mul_comm _ _).trans (hdd r))
    unfold invertedPotential
    rw [hd, h2]
    simp only [eval_mul, eval_C, eval_pow, eval_X]
    push_cast
    ring
  constructor
  · intro r hr
    rw [hV r hr, hV (-r) (neg_ne_zero.mpr hr), (even_two_mul l).neg_pow]
  · intro h
    have h1 := h 1
    rw [eval_pow, eval_pow, eval_X, eval_X, (odd_two_mul_add_one l).neg_one_pow, one_pow] at h1
    norm_num at h1

end

end PseudopotentialParity
```

```lean
#print axioms PseudopotentialParity.radial_schrodinger
#print axioms PseudopotentialParity.invertedPotential_symmetric_iff
#print axioms PseudopotentialParity.irregular_branch_counterexample
```

```
'PseudopotentialParity.radial_schrodinger' depends on axioms: [propext, Classical.choice, Quot.sound]
'PseudopotentialParity.invertedPotential_symmetric_iff' depends on axioms: [propext, Classical.choice, Quot.sound]
'PseudopotentialParity.irregular_branch_counterexample' depends on axioms: [propext, Classical.choice, Quot.sound]
```

Q: So is this the Troullier–Martins construction?

A: Only its parity aspect. For a single angular-momentum channel with a polynomial exponent, the result identifies even powers as exactly the choice that makes the formula for the screened potential inside $r_c$ even in $r$. Norm conservation, matching at $r_c$, the Troullier–Martins curvature condition at the origin and unscreening do not enter the statement.
